# Small- and large-gradient limits of the B88-type exchange enhancement factor

A plot of an exchange enhancement factor over a finite range of the reduced gradient $s$ cannot tell whether the curve levels off, grows linearly or grows at some rate in between. For positive parameters, the numerator and denominator of the gradient term in the B88 form both increase with $s\ge 0$, and counting powers alone misses the logarithm hidden in $\operatorname{arsinh}$. The limits below settle the question for this three-parameter form, in which $F(s)$ grows like $(m/b)\,s/\ln s$ when $m,b,c>0$.

In Lean 4 with Mathlib:

```lean
import Mathlib

open Filter Topology

namespace LargeGradientExchange

noncomputable section
```

## Three enhancement factors

For a spin-unpolarised density $n$, the exchange energy in a generalised gradient approximation (GGA) is written $E_x=\int n\,\varepsilon_x^{\mathrm{unif}}(n)\,F(s)\,d^3r$, where $\varepsilon_x^{\mathrm{unif}}$ is the exchange energy per electron of the uniform gas, $F$ is the enhancement factor, and $s=|\nabla n|/(2k_F n)$ with $k_F=(3\pi^2 n)^{1/3}$ is the reduced gradient. The B88-type factor is

$$F(s)=1+\frac{m s^2}{1+b s\,\operatorname{arsinh}(cs)} .$$

Here $m$ is the coefficient of the leading gradient correction, $b$ sets the strength of the damping at larger gradients, and $c$ converts $s$ to the gradient variable inside $\operatorname{arsinh}$. In `b88Enhancement` all four arguments are real numbers; physically $s\ge 0$.

```lean
/-- The B88-type exchange enhancement factor as a function of the reduced gradient `s`. -/
def b88Enhancement (m b c s : ℝ) : ℝ :=
  1 + m * s ^ 2 / (1 + b * s * Real.arsinh (c * s))
```

The PBE form is $1+\kappa-\kappa/(1+\mu s^2/\kappa)$, where $\mu$ is the small-gradient coefficient and $\kappa$ limits the enhancement. revPBE is the same function with a larger $\kappa$.

```lean
/-- The exchange enhancement factor of the PBE form, which revPBE shares with another `κ`. -/
def pbeEnhancement (κ μ s : ℝ) : ℝ :=
  1 + κ - κ / (1 + μ * s ^ 2 / κ)
```

For $\kappa,\mu>0$, RPBE approaches the same ceiling $1+\kappa$ exponentially in $s^2$, as $1+\kappa\,(1-e^{-\mu s^2/\kappa})$.

```lean
/-- The RPBE exchange enhancement factor. -/
def rpbeEnhancement (κ μ s : ℝ) : ℝ :=
  1 + κ * (1 - Real.exp (-(μ * s ^ 2 / κ)))
```

## The denominator and the small-gradient limit

Write $D(s)=1+b s\,\operatorname{arsinh}(cs)$. For $c\ge 0$, the numbers $s$ and $\operatorname{arsinh}(cs)$ never have opposite signs, so their product is nonnegative. With $b\ge 0$ this gives $D(s)\ge 1$. The proof treats the two signs of $s$ separately.

```lean
/-- The denominator of the B88-type enhancement factor is at least one at every reduced
gradient. -/
theorem one_le_b88_denominator {b c : ℝ} (hb : 0 ≤ b) (hc : 0 ≤ c) (s : ℝ) :
    1 ≤ 1 + b * s * Real.arsinh (c * s) := by
  -- `s` and `arsinh (c s)` never have opposite signs
  have h : 0 ≤ s * Real.arsinh (c * s) := by
    rcases le_total 0 s with hs | hs
    · exact mul_nonneg hs (Real.arsinh_nonneg_iff.2 (mul_nonneg hc hs))
    · have h1 : c * s ≤ 0 := mul_nonpos_of_nonneg_of_nonpos hc hs
      have h2 : Real.arsinh (c * s) ≤ 0 := Real.arsinh_nonpos_iff.2 h1
      nlinarith [mul_nonneg (neg_nonneg.2 hs) (neg_nonneg.2 h2)]
  have h3 := mul_nonneg hb h
  rw [← mul_assoc] at h3
  linarith
```

For $s\neq 0$ the factor $s^2$ cancels:

$$\frac{F(s)-1}{s^2}=\frac{m}{D(s)} .$$

Since $D$ is continuous and $D(0)=1$, the quotient tends to $m$. The filter `𝓝[≠] 0` expresses the approach to zero through nonzero values, from both sides. No signs are assumed for $m$, $b$ or $c$. In the proof, `hD` is the limit of the denominator, and `congr'` transfers the limit of $m/D$ to the original quotient.

```lean
/-- At small reduced gradient the enhancement factor departs from one quadratically, with
coefficient `m`. -/
theorem b88_small_gradient (m b c : ℝ) :
    Tendsto (fun s => (b88Enhancement m b c s - 1) / s ^ 2) (𝓝[≠] 0) (𝓝 m) := by
  have hD : Tendsto (fun s : ℝ => 1 + b * s * Real.arsinh (c * s)) (𝓝 0) (𝓝 1) := by
    have hc : Continuous (fun s : ℝ => 1 + b * s * Real.arsinh (c * s)) :=
      continuous_const.add ((continuous_const.mul continuous_id).mul
        (Real.continuous_arsinh.comp (continuous_const.mul continuous_id)))
    have h := hc.tendsto 0
    simpa using h
  have h : Tendsto (fun s : ℝ => m / (1 + b * s * Real.arsinh (c * s))) (𝓝[≠] 0) (𝓝 m) := by
    have hD' : Tendsto (fun s : ℝ => 1 + b * s * Real.arsinh (c * s)) (𝓝[≠] 0) (𝓝 1) :=
      hD.mono_left nhdsWithin_le_nhds
    have h := (tendsto_const_nhds (x := m)).div hD' one_ne_zero
    rw [div_one] at h
    exact h
  refine h.congr' ?_
  filter_upwards [self_mem_nhdsWithin] with s hs
  have hs' : s ≠ 0 := hs
  unfold b88Enhancement
  rw [add_sub_cancel_left, div_right_comm, mul_div_cancel_right₀ _ (pow_ne_zero 2 hs')]
```

## The logarithm inside arsinh

For $s>0$, factoring $s$ out of the logarithm that defines $\operatorname{arsinh}$ gives

$$\operatorname{arsinh}(cs)=\ln\!\left(cs+\sqrt{1+c^2s^2}\right)=\ln s+\ln\!\left(c+\sqrt{c^2+s^{-2}}\right).$$

As $s\to\infty$, the last term tends to $\ln(2c)$ for $c>0$. The proof sets $t=1/s$ and uses continuity at $t=0$; `hroot` is the factorisation of the square root. The limit $s\to\infty$ is written `atTop`.

```lean
/-- For large `s` the difference between `arsinh (c s)` and `ln s` approaches `ln (2 c)`. -/
theorem arsinh_sub_log_tendsto {c : ℝ} (hc : 0 < c) :
    Tendsto (fun s => Real.arsinh (c * s) - Real.log s) atTop (𝓝 (Real.log (2 * c))) := by
  have hcont : ContinuousAt (fun t : ℝ => Real.log (c + √(c ^ 2 + t ^ 2))) 0 := by
    apply ContinuousAt.log
    · fun_prop
    · positivity
  have h0 : Real.log (c + √(c ^ 2 + (0 : ℝ) ^ 2)) = Real.log (2 * c) := by
    rw [show c ^ 2 + (0 : ℝ) ^ 2 = c ^ 2 by ring, Real.sqrt_sq hc.le, two_mul]
  have h : Tendsto (fun t : ℝ => Real.log (c + √(c ^ 2 + t ^ 2))) (𝓝 0)
      (𝓝 (Real.log (2 * c))) := by
    rw [← h0]
    exact hcont.tendsto
  refine (h.comp tendsto_inv_atTop_zero).congr' ?_
  filter_upwards [eventually_gt_atTop (0 : ℝ)] with s hs
  show Real.log (c + √(c ^ 2 + s⁻¹ ^ 2)) = Real.arsinh (c * s) - Real.log s
  -- pull the factor `s` out of the logarithm that defines `arsinh`
  have e : s * s⁻¹ = 1 := mul_inv_cancel₀ hs.ne'
  have hroot : √(1 + (c * s) ^ 2) = s * √(c ^ 2 + s⁻¹ ^ 2) := by
    have h1 : 1 + (c * s) ^ 2 = s ^ 2 * (c ^ 2 + s⁻¹ ^ 2) := by
      calc 1 + (c * s) ^ 2 = (s * s⁻¹) ^ 2 + (c * s) ^ 2 := by rw [e, one_pow]
        _ = s ^ 2 * (c ^ 2 + s⁻¹ ^ 2) := by ring
    rw [h1, Real.sqrt_mul (sq_nonneg s), Real.sqrt_sq hs.le]
  have hpos : 0 < c + √(c ^ 2 + s⁻¹ ^ 2) := by positivity
  rw [Real.arsinh, hroot, mul_comm c s, ← mul_add, Real.log_mul hs.ne' hpos.ne',
    add_sub_cancel_left]
```

For $s>1$, where $\ln s>0$,

$$\frac{\operatorname{arsinh}(cs)}{\ln s}=1+\frac{\operatorname{arsinh}(cs)-\ln s}{\ln s}.$$

The numerator on the right has a finite limit and $\ln s$ diverges, so the ratio tends to $1$.

```lean
/-- For large `s` the ratio of `arsinh (c s)` to `ln s` approaches one. -/
theorem arsinh_div_log_tendsto {c : ℝ} (hc : 0 < c) :
    Tendsto (fun s => Real.arsinh (c * s) / Real.log s) atTop (𝓝 1) := by
  have h := ((arsinh_sub_log_tendsto hc).div_atTop Real.tendsto_log_atTop).add_const 1
  rw [zero_add] at h
  refine h.congr' ?_
  filter_upwards [eventually_gt_atTop (1 : ℝ)] with s hs
  rw [sub_div, div_self (Real.log_pos hs).ne', sub_add_cancel]
```

## Growth at large gradient

Multiply $F$ by $\ln s/s$, then divide the numerator and denominator of the second term by $s\ln s$:

$$\frac{F(s)\ln s}{s}=\frac{\ln s}{s}+\frac{m}{\dfrac{1}{s\ln s}+b\,\dfrac{\operatorname{arsinh}(cs)}{\ln s}} .$$

The first term vanishes and the lower denominator tends to $b$, which leaves $m/b$. The theorem assumes $b,c>0$ but allows any real $m$; for $m=0$ the limit is zero. In the proof, `h3` is the limit of the lower denominator, and `alg` is the displayed identity with $L=\ln s$ and $A=\operatorname{arsinh}(cs)$. The bound $D(s)\ge 1$ ensures that the division is legitimate.

```lean
/-- For the B88-type enhancement factor `F`, the product `F(s) ln(s) / s` tends to `m / b` at large
reduced gradient. -/
theorem b88_large_gradient (m : ℝ) {b c : ℝ} (hb : 0 < b) (hc : 0 < c) :
    Tendsto (fun s => b88Enhancement m b c s * Real.log s / s) atTop (𝓝 (m / b)) := by
  have hlog : Tendsto (fun s : ℝ => Real.log s / s) atTop (𝓝 0) :=
    Real.isLittleO_log_id_atTop.tendsto_div_nhds_zero
  -- the denominator divided by `s ln s` tends to `b`
  have h3 : Tendsto (fun s : ℝ => s⁻¹ * (Real.log s)⁻¹ + b * (Real.arsinh (c * s) / Real.log s))
      atTop (𝓝 b) := by
    have h := (tendsto_inv_atTop_zero.mul
      (tendsto_inv_atTop_zero.comp Real.tendsto_log_atTop)).add
      ((arsinh_div_log_tendsto hc).const_mul b)
    rw [show (0 : ℝ) * 0 + b * 1 = b by ring] at h
    exact h
  have h4 := hlog.add ((tendsto_const_nhds (x := m)).div h3 hb.ne')
  rw [zero_add] at h4
  refine h4.congr' ?_
  filter_upwards [eventually_gt_atTop (1 : ℝ)] with s hs
  have hs0 : s ≠ 0 := by linarith
  have alg : ∀ L A : ℝ, L ≠ 0 → 1 + b * s * A ≠ 0 →
      L / s + m / (s⁻¹ * L⁻¹ + b * (A / L)) = (1 + m * s ^ 2 / (1 + b * s * A)) * L / s := by
    intro L A hL hD
    have key : s⁻¹ * L⁻¹ + b * (A / L) = (1 + b * s * A) / (s * L) := by
      field_simp
    rw [key]
    clear key
    generalize 1 + b * s * A = D at hD ⊢
    field_simp
  have hD := one_le_b88_denominator hb.le hc.le s
  exact alg _ _ (Real.log_pos hs).ne' (by linarith)
```

Dividing once more by $\ln s$ gives $F(s)/s\to 0$, so the growth is slower than linear.

```lean
/-- The B88-type enhancement factor grows more slowly than linearly in the reduced gradient. -/
theorem b88_sublinear (m : ℝ) {b c : ℝ} (hb : 0 < b) (hc : 0 < c) :
    Tendsto (fun s => b88Enhancement m b c s / s) atTop (𝓝 0) := by
  refine ((b88_large_gradient m hb hc).div_atTop Real.tendsto_log_atTop).congr' ?_
  filter_upwards [eventually_gt_atTop (1 : ℝ)] with s hs
  rw [div_right_comm, mul_div_cancel_right₀ _ (Real.log_pos hs).ne']
```

The factor is nevertheless unbounded when $m>0$. For any constant $K$, $K\ln s/s\to 0$, while $F(s)\ln s/s\to m/b>0$. Eventually, therefore,

$$K\,\frac{\ln s}{s}<F(s)\,\frac{\ln s}{s},$$

and cancelling the positive factor $\ln s/s$ gives $K<F(s)$. The quantifier `∀ᶠ s in atTop` means "for all sufficiently large $s$".

```lean
/-- For positive `m` the B88-type enhancement factor exceeds any given constant `K` at all
sufficiently large reduced gradients. -/
theorem b88_exceeds_every_bound {m b c : ℝ} (hm : 0 < m) (hb : 0 < b) (hc : 0 < c) (K : ℝ) :
    ∀ᶠ s in atTop, K < b88Enhancement m b c s := by
  have hlog : Tendsto (fun s : ℝ => Real.log s / s) atTop (𝓝 0) :=
    Real.isLittleO_log_id_atTop.tendsto_div_nhds_zero
  have hK := hlog.const_mul K
  rw [mul_zero] at hK
  -- compare `K` and `F` after multiplying both by `ln s / s`
  filter_upwards [hK.eventually_lt (b88_large_gradient m hb hc) (div_pos hm hb),
    eventually_gt_atTop (1 : ℝ)] with s h hs
  have hr : 0 < Real.log s / s := div_pos (Real.log_pos hs) (by linarith)
  rw [mul_div_assoc] at h
  exact lt_of_mul_lt_mul_right h hr.le
```

## Crossing the PBE and RPBE ceilings

For $\kappa>0$ and $\mu\ge 0$, both competing factors are at most $1+\kappa$, because each equals $1+\kappa$ minus a nonnegative term. Taking $K=1+\kappa$ puts $F$ above both at large $s$, whatever the value of $\kappa$, so revPBE is included. The theorem does not say how large $s$ must be, and the range it describes may lie beyond the gradients that matter in a given system.

For semilocal exchange, this separates B88-type from PBE-type behaviour in regions of large $s$, such as density tails, but only at the level of one-variable enhancement factors: exchange energies and potentials do not enter.

```lean
/-- At all sufficiently large reduced gradients the B88-type enhancement factor lies above both
the PBE-form and the RPBE enhancement factors. -/
theorem b88_overtakes_pbe_and_rpbe {m b c κ μ : ℝ} (hm : 0 < m) (hb : 0 < b) (hc : 0 < c)
    (hκ : 0 < κ) (hμ : 0 ≤ μ) :
    ∀ᶠ s in atTop, pbeEnhancement κ μ s < b88Enhancement m b c s ∧
      rpbeEnhancement κ μ s < b88Enhancement m b c s := by
  filter_upwards [b88_exceeds_every_bound hm hb hc (1 + κ)] with s h
  -- both competitors are bounded by `1 + κ`
  have h1 : 0 ≤ κ / (1 + μ * s ^ 2 / κ) := by positivity
  have h2 : 0 < κ * Real.exp (-(μ * s ^ 2 / κ)) := mul_pos hκ (Real.exp_pos _)
  unfold pbeEnhancement rpbeEnhancement
  constructor
  · linarith
  · rw [mul_sub, mul_one]
    linarith

end

end LargeGradientExchange
```

```lean
#print axioms LargeGradientExchange.b88_small_gradient
#print axioms LargeGradientExchange.b88_large_gradient
#print axioms LargeGradientExchange.b88_sublinear
#print axioms LargeGradientExchange.b88_overtakes_pbe_and_rpbe
```

```
'LargeGradientExchange.b88_small_gradient' depends on axioms: [propext, Classical.choice, Quot.sound]
'LargeGradientExchange.b88_large_gradient' depends on axioms: [propext, Classical.choice, Quot.sound]
'LargeGradientExchange.b88_sublinear' depends on axioms: [propext, Classical.choice, Quot.sound]
'LargeGradientExchange.b88_overtakes_pbe_and_rpbe' depends on axioms: [propext, Classical.choice, Quot.sound]
```
